# The Baeck-An estimate is exact for the two-state linear avoided crossing

A nonadiabatic simulation that has adiabatic energies but no derivative couplings can estimate the magnitude of the couplings from the curvature of the gap. Without a condition for exactness, a wrong estimate looks like a right one: two states may rotate into each other while their gap stays constant, and the estimate then reports no coupling. For a two-state model with one real coordinate, the condition can be derived, and the linear avoided crossing meets it.

```lean
import Mathlib

open Matrix

namespace BaeckAnGap

noncomputable section
```

## Model, gap and estimate

Let f(x) be half the diabatic energy difference and g(x) the diabatic coupling. The Hamiltonian is

H = [[f, g], [g, −f]].

A common energy shift would change neither the gap nor the states, so the trace is set to zero. The diabatic basis is taken not to depend on x, so all derivative coupling comes from the eigenvector components.

```lean
/-- The traceless two-state diabatic Hamiltonian with half energy difference `f` and
coupling `g`. -/
def hamiltonian (f g : ℝ → ℝ) (x : ℝ) : Matrix (Fin 2) (Fin 2) ℝ :=
  !![f x, g x; g x, -f x]
```

The eigenvalues are ±R with R = √(f² + g²), so the gap is G = 2R.

```lean
/-- The adiabatic energy gap `2 √(f² + g²)`. -/
def gap (f g : ℝ → ℝ) (x : ℝ) : ℝ := 2 * √(f x ^ 2 + g x ^ 2)
```

The estimate is ½√(G″/G). In Lean, `deriv (deriv G)` is the actual second derivative of the gap, not a finite difference.

```lean
/-- The Baeck-An estimate `(1/2) √(G''/G)` of the derivative coupling from a gap `G`. -/
def baeckAn (G : ℝ → ℝ) (x : ℝ) : ℝ := 1 / 2 * √(deriv (deriv G) x / G x)
```

Let u and v be the normalised lower and upper states: Hu = −Ru and Hv = Rv. The exact coupling is u · v′, and its modulus is independent of the sign choices. `AdiabaticStates` requires these equations at every x but says nothing about smoothness; differentiability of v is a separate hypothesis.

```lean
/-- `u` and `v` are normalised lower and upper adiabatic states at every geometry. -/
structure AdiabaticStates (f g : ℝ → ℝ) (u v : ℝ → Fin 2 → ℝ) : Prop where
  lower : ∀ x, hamiltonian f g x *ᵥ u x = (-(gap f g x / 2)) • u x
  upper : ∀ x, hamiltonian f g x *ᵥ v x = (gap f g x / 2) • v x
  norm_lower : ∀ x, u x ⬝ᵥ u x = 1
  norm_upper : ∀ x, v x ⬝ᵥ v x = 1
```

## Curvature of the gap

Since G² = 4(f² + g²), wherever the gap is open

G′ = 4(ff′ + gg′)/G.

```lean
/-- The slope of the adiabatic gap at a geometry where the gap is open. -/
theorem gap_hasDerivAt {f g : ℝ → ℝ} {f' g' x : ℝ} (hf : HasDerivAt f f' x)
    (hg : HasDerivAt g g' x) (hpos : 0 < f x ^ 2 + g x ^ 2) :
    HasDerivAt (gap f g) (4 * (f x * f' + g x * g') / gap f g x) x := by
  have h : HasDerivAt (fun y => f y ^ 2 + g y ^ 2) (2 * (f x * f' + g x * g')) x := by
    have he : (fun y => f y ^ 2 + g y ^ 2) = fun y => f y * f y + g y * g y := by
      funext y; ring
    rw [he]
    exact ((hf.fun_mul hf).fun_add (hg.fun_mul hg)).congr_deriv (by ring)
  exact ((h.sqrt hpos.ne').const_mul 2).congr_deriv (by unfold gap; ring)
```

Write r = f² + g². The quotient rule gives

G″/G = (f′² + g′² + ff″ + gg″)/r − (ff′ + gg′)²/r².

The identity r(f′² + g′²) − (ff′ + gg′)² = (fg′ − gf′)² turns this into

G″/G = 4[(fg′ − gf′)/(2r)]² + (ff″ + gg″)/r.

In the proof, `alg` simplifies the quotient, `hG2` replaces G² by 4r, and `ring` supplies the identity. The functions `f₁`, `g₁` are first derivatives; the numbers `f₂`, `g₂` are second derivatives at x.

```lean
/-- For a gap `G` that is open everywhere, `G''/G` is four times the square of `(f g' - g f') / (2
(f² + g²))`, plus `(f f'' + g g'') / (f² + g²)`. -/
theorem gap_curvature {f g f₁ g₁ : ℝ → ℝ} {f₂ g₂ x : ℝ}
    (hf : ∀ y, HasDerivAt f (f₁ y) y) (hg : ∀ y, HasDerivAt g (g₁ y) y)
    (hf₁ : HasDerivAt f₁ f₂ x) (hg₁ : HasDerivAt g₁ g₂ x)
    (hpos : ∀ y, 0 < f y ^ 2 + g y ^ 2) :
    deriv (deriv (gap f g)) x / gap f g x =
      4 * ((f x * g₁ x - g x * f₁ x) / (2 * (f x ^ 2 + g x ^ 2))) ^ 2
        + (f x * f₂ + g x * g₂) / (f x ^ 2 + g x ^ 2) := by
  have hr := (hpos x).ne'
  have hne : gap f g x ≠ 0 := (mul_pos two_pos (Real.sqrt_pos.2 (hpos x))).ne'
  have hG2 : gap f g x ^ 2 = 4 * (f x ^ 2 + g x ^ 2) := by
    unfold gap
    rw [mul_pow, Real.sq_sqrt (hpos x).le]; norm_num
  have hd : deriv (gap f g) = fun y => 4 * (f y * f₁ y + g y * g₁ y) / gap f g y :=
    funext fun y => (gap_hasDerivAt (hf y) (hg y) (hpos y)).deriv
  have hN : HasDerivAt (fun y => 4 * (f y * f₁ y + g y * g₁ y))
      (4 * ((f₁ x * f₁ x + f x * f₂) + (g₁ x * g₁ x + g x * g₂))) x :=
    (((hf x).fun_mul hf₁).fun_add ((hg x).fun_mul hg₁)).const_mul 4
  have h2 := (hN.fun_div (gap_hasDerivAt (hf x) (hg x) (hpos x)) hne).deriv
  have alg : ∀ A B G : ℝ, G ≠ 0 →
      (A * G - B * (B / G)) / G ^ 2 / G = A / G ^ 2 - B ^ 2 / (G ^ 2) ^ 2 := by
    intro A B G hG
    field_simp
  rw [hd]
  refine (congrArg (· / gap f g x) h2).trans ?_
  refine (alg (4 * ((f₁ x * f₁ x + f x * f₂) + (g₁ x * g₁ x + g x * g₂)))
    (4 * (f x * f₁ x + g x * g₁ x)) _ hne).trans ?_
  rw [hG2]
  field_simp
  ring
```

## The exact coupling

Differentiating Hv = Rv gives H′v + Hv′ = R′v + Rv′. Project on u, using u · v = 0 and Hu = −Ru:

2R u · v′ = u · H′v.

With v = (c, s), orthogonality and normalisation force u = k(−s, c), where k = ±1. Also f = R(c² − s²) and g = 2Rcs, so

u · H′v = k[g′(c² − s²) − 2cs f′] = k(fg′ − gf′)/R.

Hence |u · v′| = |fg′ − gf′|/(2r). The lemma below does this algebra with u = (p, q): `o` is orthogonality, `key` the projected equation, and `hE` the result before moduli are taken.

```lean
/-- Component form of the coupling: `(p, q)` and `(c, s)` are the lower and upper states with
energies `-R` and `R`, and primes are derivatives. -/
private theorem coupling_components {f g f' g' R R' p q c s c' s' : ℝ} (hR : 0 < R)
    (hR2 : R ^ 2 = f ^ 2 + g ^ 2)
    (l0 : f * p + g * q = -R * p) (l1 : g * p - f * q = -R * q)
    (e0 : f * c + g * s = R * c) (e1 : g * c - f * s = R * s)
    (nu : p * p + q * q = 1) (nv : c * c + s * s = 1)
    (d0 : f' * c + f * c' + (g' * s + g * s') = R' * c + R * c')
    (d1 : g' * c + g * c' - (f' * s + f * s') = R' * s + R * s') :
    |p * c' + q * s'| = |f * g' - g * f'| / (2 * (f ^ 2 + g ^ 2)) := by
  -- states of different energy are orthogonal
  have o : p * c + q * s = 0 := by
    have h : R * (p * c + q * s) = 0 := by
      linear_combination (-(1 / 2)) * (p * e0 + q * e1 - c * l0 - s * l1)
    exact (mul_eq_zero.1 h).resolve_left hR.ne'
  -- off-diagonal Hellmann-Feynman relation
  have key : 2 * R * (p * c' + q * s') =
      p * (f' * c + g' * s) + q * (g' * c - f' * s) := by
    linear_combination -(p * d0 + q * d1) + c' * l0 + s' * l1 - R' * o
  have hf : f = R * (c ^ 2 - s ^ 2) := by linear_combination c * e0 - s * e1 - f * nv
  have hg : g = 2 * R * c * s := by linear_combination s * e0 + c * e1 - g * nv
  -- the lower state is the rotated upper state up to a sign k
  obtain ⟨k, hk⟩ : ∃ k, k = c * q - s * p := ⟨_, rfl⟩
  have hp : p = -s * k := by rw [hk]; linear_combination c * o - p * nv
  have hq : q = c * k := by rw [hk]; linear_combination s * o - q * nv
  have hkk : k * k = 1 := by
    rw [hk]; linear_combination (p * p + q * q) * nv + nu - (p * c + q * s) * o
  have hk1 : |k| = 1 := by
    rcases mul_self_eq_one_iff.1 hkk with h | h <;> simp [h]
  have hE : (p * c' + q * s') * (2 * (f ^ 2 + g ^ 2)) = k * (f * g' - g * f') := by
    linear_combination -(2 * (p * c' + q * s')) * hR2 + R * key
      + R * (f' * c + g' * s) * hp + R * (g' * c - f' * s) * hq - k * g' * hf + k * f' * hg
  have hpos : 0 < 2 * (f ^ 2 + g ^ 2) := by rw [← hR2]; positivity
  rw [eq_div_iff hpos.ne']
  calc |p * c' + q * s'| * (2 * (f ^ 2 + g ^ 2))
      = |(p * c' + q * s') * (2 * (f ^ 2 + g ^ 2))| := by rw [abs_mul, abs_of_pos hpos]
    _ = |f * g' - g * f'| := by rw [hE, abs_mul, hk1, one_mul]
```

The next theorem obtains the differentiated eigenvalue equation, component by component, from the uniqueness of derivatives. Of the two states, only v is assumed differentiable, and only at x; f and g are assumed differentiable there too.

```lean
/-- The modulus of the exact derivative coupling between the two adiabatic states, in terms of the
diabatic matrix elements and their slopes, at a geometry where the gap is open. -/
theorem derivative_coupling {f g : ℝ → ℝ} {u v : ℝ → Fin 2 → ℝ} {f' g' x : ℝ}
    {v' : Fin 2 → ℝ} (hs : AdiabaticStates f g u v) (hv : HasDerivAt v v' x)
    (hf : HasDerivAt f f' x) (hg : HasDerivAt g g' x) (hpos : 0 < f x ^ 2 + g x ^ 2) :
    |u x ⬝ᵥ v'| = |f x * g' - g x * f'| / (2 * (f x ^ 2 + g x ^ 2)) := by
  have e0 : ∀ y, f y * v y 0 + g y * v y 1 = gap f g y / 2 * v y 0 := by
    intro y
    have h := congrFun (hs.upper y) 0
    simp [hamiltonian, Matrix.mulVec, dotProduct, Fin.sum_univ_two] at h
    linarith
  have e1 : ∀ y, g y * v y 0 - f y * v y 1 = gap f g y / 2 * v y 1 := by
    intro y
    have h := congrFun (hs.upper y) 1
    simp [hamiltonian, Matrix.mulVec, dotProduct, Fin.sum_univ_two] at h
    linarith
  have l0 : f x * u x 0 + g x * u x 1 = -(gap f g x / 2) * u x 0 := by
    have h := congrFun (hs.lower x) 0
    simp [hamiltonian, Matrix.mulVec, dotProduct, Fin.sum_univ_two] at h
    linarith
  have l1 : g x * u x 0 - f x * u x 1 = -(gap f g x / 2) * u x 1 := by
    have h := congrFun (hs.lower x) 1
    simp [hamiltonian, Matrix.mulVec, dotProduct, Fin.sum_univ_two] at h
    linarith
  have nu := hs.norm_lower x
  have nv := hs.norm_upper x
  simp only [dotProduct, Fin.sum_univ_two] at nu nv ⊢
  have hv0 : HasDerivAt (fun y => v y 0) (v' 0) x := hasDerivAt_pi.1 hv 0
  have hv1 : HasDerivAt (fun y => v y 1) (v' 1) x := hasDerivAt_pi.1 hv 1
  have hG := (gap_hasDerivAt hf hg hpos).div_const 2
  -- differentiate both components of the eigenvalue equation
  have h0 : HasDerivAt (fun y => f y * v y 0 + g y * v y 1) _ x :=
    (hf.fun_mul hv0).fun_add (hg.fun_mul hv1)
  have h1 : HasDerivAt (fun y => g y * v y 0 - f y * v y 1) _ x :=
    (hg.fun_mul hv0).fun_sub (hf.fun_mul hv1)
  rw [funext e0] at h0
  rw [funext e1] at h1
  have hRpos : 0 < gap f g x / 2 :=
    half_pos (mul_pos two_pos (Real.sqrt_pos.2 hpos))
  have hR2 : (gap f g x / 2) ^ 2 = f x ^ 2 + g x ^ 2 := by
    unfold gap
    rw [mul_div_cancel_left₀ _ (two_ne_zero' ℝ), Real.sq_sqrt hpos.le]
  exact coupling_components hRpos hR2 l0 l1 (e0 x) (e1 x) nu nv
    (h0.unique (hG.fun_mul hv0)) (h1.unique (hG.fun_mul hv1))
```

## When the estimate is exact

Combining the two results,

G″/G = 4|u · v′|² + (ff″ + gg″)/r.

If G″ ≥ 0, the estimate squares to G″/(4G), so it equals |u · v′| exactly when ff″ + gg″ = 0.

The curvature hypothesis matters. Take f = 2 + cos x, g = 0 and the constant states u = (0, 1), v = (1, 0). At x = 0 the coupling is zero and G″ = −2. Lean's square root of a negative number is zero, so estimate and coupling agree, although ff″ + gg″ = −3.

```lean
/-- If the gap is open everywhere and has nonnegative curvature at `x`, then at `x` the Baeck-An
estimate equals the exact coupling modulus if and only if `f f'' + g g'' = 0`. -/
theorem baeckAn_exact_iff {f g f₁ g₁ : ℝ → ℝ} {u v : ℝ → Fin 2 → ℝ} {f₂ g₂ x : ℝ}
    {v' : Fin 2 → ℝ} (hs : AdiabaticStates f g u v) (hv : HasDerivAt v v' x)
    (hf : ∀ y, HasDerivAt f (f₁ y) y) (hg : ∀ y, HasDerivAt g (g₁ y) y)
    (hf₁ : HasDerivAt f₁ f₂ x) (hg₁ : HasDerivAt g₁ g₂ x)
    (hpos : ∀ y, 0 < f y ^ 2 + g y ^ 2) (hcurv : 0 ≤ deriv (deriv (gap f g)) x) :
    |u x ⬝ᵥ v'| = baeckAn (gap f g) x ↔ f x * f₂ + g x * g₂ = 0 := by
  have hQ := gap_curvature hf hg hf₁ hg₁ hpos
  have hK := derivative_coupling hs hv (hf x) (hg x) (hpos x)
  have hK2 : ((f x * g₁ x - g x * f₁ x) / (2 * (f x ^ 2 + g x ^ 2))) ^ 2
      = |u x ⬝ᵥ v'| ^ 2 := by rw [hK, div_pow, div_pow, sq_abs]
  have hQ0 : 0 ≤ deriv (deriv (gap f g)) x / gap f g x :=
    div_nonneg hcurv (mul_nonneg two_pos.le (Real.sqrt_nonneg _))
  rw [hK2] at hQ
  unfold baeckAn
  constructor
  · intro h
    have h4 : 4 * |u x ⬝ᵥ v'| ^ 2 = deriv (deriv (gap f g)) x / gap f g x := by
      rw [h]; linear_combination Real.sq_sqrt hQ0
    have h0 : (f x * f₂ + g x * g₂) / (f x ^ 2 + g x ^ 2) = 0 := by linarith
    exact (div_eq_zero_iff.1 h0).resolve_right (hpos x).ne'
  · intro h
    rw [hQ, h, zero_div, add_zero,
      show 4 * |u x ⬝ᵥ v'| ^ 2 = (2 * |u x ⬝ᵥ v'|) ^ 2 by ring,
      Real.sqrt_sq (by positivity)]
    ring
```

## The linear avoided crossing

Set f = ax and g = V with a, V > 0: a is half the slope of the diabatic energy difference, and V is a constant coupling that keeps the gap open. Then f″ = g″ = 0 and fg′ − gf′ = −aV, so

G″/G = [aV/(a²x² + V²)]²,

½√(G″/G) = aV/(2(a²x² + V²)) = |u · v′|.

For a = V = x = 1, G = 2√2 and G″ = 1/√2. The ratio is 1/4, and both the estimate and the closed form give 1/4.

The first part of the theorem is the closed form at every real x. The second equates it with the coupling modulus for any adiabatic states whose upper member is differentiable at x.

```lean
/-- For the linear avoided crossing the Baeck-An estimate is the Lorentzian
`aV / (2(a²x² + V²))`, and it equals the exact derivative-coupling modulus. -/
theorem baeckAn_linear_crossing {a V : ℝ} (ha : 0 < a) (hV : 0 < V) (x : ℝ) :
    baeckAn (fun y => 2 * √(a ^ 2 * y ^ 2 + V ^ 2)) x
        = a * V / (2 * (a ^ 2 * x ^ 2 + V ^ 2)) ∧
      ∀ (u v : ℝ → Fin 2 → ℝ) (v' : Fin 2 → ℝ),
        AdiabaticStates (fun y => a * y) (fun _ => V) u v → HasDerivAt v v' x →
        |u x ⬝ᵥ v'| = baeckAn (fun y => 2 * √(a ^ 2 * y ^ 2 + V ^ 2)) x := by
  have hgap : (fun y => 2 * √(a ^ 2 * y ^ 2 + V ^ 2))
      = gap (fun y => a * y) (fun _ => V) := by
    funext y; simp only [gap, mul_pow]
  have hf : ∀ y, HasDerivAt (fun y => a * y) a y := fun y =>
    ((hasDerivAt_id' y).const_mul a).congr_deriv (mul_one a)
  have hpos : ∀ y : ℝ, 0 < (a * y) ^ 2 + V ^ 2 := fun y => by positivity
  have hQ : deriv (deriv (gap (fun y => a * y) (fun _ => V))) x
      / gap (fun y => a * y) (fun _ => V) x
      = (2 * (a * V / (2 * (a ^ 2 * x ^ 2 + V ^ 2)))) ^ 2 :=
    (gap_curvature (f₁ := fun _ => a) (g₁ := fun _ => 0) hf (fun y => hasDerivAt_const y V)
      (hasDerivAt_const x a) (hasDerivAt_const x 0) hpos).trans (by
        try dsimp only
        ring)
  have hB : baeckAn (fun y => 2 * √(a ^ 2 * y ^ 2 + V ^ 2)) x
      = a * V / (2 * (a ^ 2 * x ^ 2 + V ^ 2)) := by
    rw [hgap]
    unfold baeckAn
    rw [hQ, Real.sqrt_sq (by positivity)]
    ring
  refine ⟨hB, fun u v v' hs hv => ?_⟩
  rw [hB, derivative_coupling hs hv (hf x) (hasDerivAt_const x V) (hpos x)]
  have hD : |a * x * 0 - V * a| = a * V := by
    rw [show a * x * 0 - V * a = -(a * V) by ring, abs_neg, abs_of_pos (mul_pos ha hV)]
  rw [hD, mul_pow]
```

## A constant gap with nonzero coupling

Let f = cos 2x and g = sin 2x. The angle-difference formulas give Hv = v for v = (cos x, sin x) and Hu = −u for u = (−sin x, cos x).

```lean
/-- The rotating Hamiltonian with `f = cos 2x` and `g = sin 2x` has the adiabatic states
`(-sin x, cos x)` and `(cos x, sin x)`. -/
theorem adiabaticStates_witness :
    AdiabaticStates (fun y => Real.cos (2 * y)) (fun y => Real.sin (2 * y))
      (fun y => ![-Real.sin y, Real.cos y]) (fun y => ![Real.cos y, Real.sin y]) := by
  have hg : ∀ x, gap (fun y => Real.cos (2 * y)) (fun y => Real.sin (2 * y)) x = 2 := by
    intro x; simp [gap]
  constructor <;> intro x <;> have h := Real.sin_sq_add_cos_sq x
  · rw [hg x]
    ext i
    fin_cases i <;> simp [hamiltonian, Matrix.mulVec, dotProduct, Fin.sum_univ_two,
      Real.cos_two_mul, Real.sin_two_mul] <;>
      first
        | ring1
        | linear_combination (2 * Real.cos x) * h
        | linear_combination (-2 * Real.cos x) * h
  · rw [hg x]
    ext i
    fin_cases i <;> simp [hamiltonian, Matrix.mulVec, dotProduct, Fin.sum_univ_two,
      Real.cos_two_mul, Real.sin_two_mul] <;>
      first
        | ring1
        | linear_combination (2 * Real.cos x) * h
  · simp only [dotProduct, Fin.sum_univ_two, Matrix.cons_val_zero, Matrix.cons_val_one]
    linear_combination h
  · simp only [dotProduct, Fin.sum_univ_two, Matrix.cons_val_zero, Matrix.cons_val_one]
    linear_combination h
```

Here v′ = u, so |u · v′| = 1 at every x. But G = 2 is constant, so the estimate is zero. The condition for exactness fails, since ff″ + gg″ = −4.

```lean
/-- The vector `(cos x, sin x)` has derivative `(-sin x, cos x)`, whose dot product with itself has
modulus one, while the Baeck-An estimate from the gap of the rotating Hamiltonian is zero. -/
theorem baeckAn_fails_for_rotation (x : ℝ) :
    HasDerivAt (fun y => ![Real.cos y, Real.sin y]) ![-Real.sin x, Real.cos x] x ∧
      |![-Real.sin x, Real.cos x] ⬝ᵥ ![-Real.sin x, Real.cos x]| = 1 ∧
      baeckAn (gap (fun y => Real.cos (2 * y)) (fun y => Real.sin (2 * y))) x = 0 := by
  refine ⟨hasDerivAt_pi.2 fun i => ?_, ?_, ?_⟩
  · fin_cases i
    · exact Real.hasDerivAt_cos x
    · exact Real.hasDerivAt_sin x
  · have h := adiabaticStates_witness.norm_lower x
    exact (congrArg abs h).trans abs_one
  · have hg : gap (fun y => Real.cos (2 * y)) (fun y => Real.sin (2 * y))
        = fun _ => 2 := by
      funext y; simp [gap]
    rw [hg]
    simp [baeckAn]

end

end BaeckAnGap
```

```lean
#print axioms BaeckAnGap.baeckAn_exact_iff
#print axioms BaeckAnGap.baeckAn_linear_crossing
#print axioms BaeckAnGap.baeckAn_fails_for_rotation
```

```
'BaeckAnGap.baeckAn_exact_iff' depends on axioms: [propext, Classical.choice, Quot.sound]
'BaeckAnGap.baeckAn_linear_crossing' depends on axioms: [propext, Classical.choice, Quot.sound]
'BaeckAnGap.baeckAn_fails_for_rotation' depends on axioms: [propext, Classical.choice, Quot.sound]
```
